# When the covariance with the inducing environments vanishes, the subset-of-regressors variance goes to zero and the projected-process variance returns to the prior

Suppose that a molecular-dynamics run with a Gaussian-process potential calls for a new first-principles calculation whenever the predicted variance exceeds a threshold. An atom then enters an environment unlike anything in the model. If the code uses the subset-of-regressors variance, the reported uncertainty can fall towards zero just there. No calculation is requested, and the run continues on energies for which there is no evidence. When the cause is a vanishing covariance with the model's inducing environments, the projected-process variance, built from the same matrices, returns to its prior value instead.

## Two variances from one sparse model

A sparse Gaussian-process potential represents the local energy through finitely many inducing environments. Let \(K\) be their covariance matrix, \(k\) the vector of covariances between a test environment and the inducing ones, and \(p\) the prior variance of the test environment. The training data enter through a matrix \(B\). For noise precision \(\beta\ge 0\) (the inverse noise variance) and inducing–training covariance \(C\), it is

\[
B=\beta CC^{\mathsf T}.
\]

The subset-of-regressors model treats the test energy as fully determined by the energies of the inducing environments. Its predictive variance is

\[
r=k^{\mathsf T}(K+B)^{-1}k .
\]

Before any data are seen, the inducing environments carry the part \(q=k^{\mathsf T}K^{-1}k\) of the prior variance. The projected process restores the remainder, \(p-q\), and so has the variance

\[
p-q+r .
\]

Both are variances of the underlying energy, without observation noise.

## What is claimed

Let \(K\) be positive definite and \(B\) positive semidefinite, both fixed, and let the vectors \(k_i\) tend to zero. Write \(r_i\) and \(q_i\) for the corresponding values of \(r\) and \(q\). Then

\[
0\le r_i\le q_i,\qquad r_i\to 0,\qquad p-q_i+r_i\le p,\qquad p-q_i+r_i\to p .
\]

This is `far_field_variances`. In Lean, the finite type `m` labels the inducing environments, `sorVariance` is \(r\), `inducedVariance` is \(q\), and `projectedVariance` is \(p-q+r\). The hypothesis `K.PosDef` includes symmetry and says physically that no inducing environment is redundant under the kernel. `B.PosSemidef` says that data never add negative information. The limit is taken along a filter `l`, which covers a sequence of configurations as well as a continuous path.

Here `p` is any real number. Nothing ties it to \(K\) and \(k\), so the theorem does not guarantee that the projected-process variance is nonnegative. In a consistent Gaussian process, \(p\ge q\) follows from positivity of the joint covariance.

Two further statements connect this to a concrete model:

- `projectedVariance_eq_prior_iff` says that the projected-process variance equals \(p\) exactly when \(BK^{-1}k=0\).
- `gaussianKernel_far_field` gives the two limits for a squared-exponential kernel with length scale \(s\ne0\), when the norm of the test descriptor grows without bound. It assumes that the kernel matrix of the inducing descriptors is positive definite, which rules out duplicate descriptors.

The kernel theorem takes training covariances between individual descriptors. Total energies and forces lead to other matrices \(C\), which the general theorem accepts through \(B\).

Descriptors normalised to unit length never satisfy the growing-norm condition. Two of them are at most a distance 2 apart, so for \(p>0\) the squared-exponential covariance stays at or above \(p\,e^{-2/s^2}\), and \(k\) does not tend to zero.

## The gap between the variances

The matrix \(K+B\) is positive definite, because \(x^{\mathsf T}(K+B)x\ge x^{\mathsf T}Kx>0\) for \(x\ne0\). Put \(v=(K+B)^{-1}k\). Then \(Kv+Bv=k\), and multiplying by \(K^{-1}\) gives

\[
K^{-1}k=v+K^{-1}Bv .
\]

Take the product with \(k\):

\[
q=k^{\mathsf T}v+k^{\mathsf T}K^{-1}Bv=r+k^{\mathsf T}K^{-1}Bv .
\]

Since \(K^{-1}\) is symmetric, the last term is \((Bv)^{\mathsf T}K^{-1}k\). Inserting the relation for \(K^{-1}k\) once more yields

\[
q-r=v^{\mathsf T}Bv+(Bv)^{\mathsf T}K^{-1}(Bv).
\]

Both terms are nonnegative, so \(r\le q\). Also \(r\ge0\), because \((K+B)^{-1}\) is positive definite. The projected-process variance is \(p-(q-r)\), hence at most \(p\).

## The limits and the case of equality

For a fixed matrix \(A\), the form \(k^{\mathsf T}Ak=\sum_{a,b}k_aA_{ab}k_b\) is a polynomial in the components of \(k\). It is continuous and vanishes at \(k=0\). Taking \(A=(K+B)^{-1}\) and \(A=K^{-1}\) gives \(r_i\to0\) and \(q_i\to0\), and therefore \(p-q_i+r_i\to p\).

If the projected-process variance equals \(p\), then \(q-r=0\) and both terms of the gap vanish. Positive definiteness of \(K^{-1}\) forces \(Bv=0\). The relation above then reduces to \(K^{-1}k=v\), so \(BK^{-1}k=0\).

Conversely, if \(BK^{-1}k=0\), then \((K+B)K^{-1}k=k\). Thus \(v=K^{-1}k\), which gives \(r=q\) and a variance equal to \(p\).

For the data matrix, \(x^{\mathsf T}Bx=\beta\lVert C^{\mathsf T}x\rVert^2\ge0\), so \(B\) is positive semidefinite.

For the squared-exponential kernel, let \(x_i\) be the test descriptors and \(z_a\) the inducing ones. The reverse triangle inequality gives \(\lVert x_i-z_a\rVert\ge\lVert x_i\rVert-\lVert z_a\rVert\), which diverges. Each component of \(k_i\),

\[
p\exp\!\left(-\frac{\lVert x_i-z_a\rVert^2}{2s^2}\right),
\]

therefore tends to zero. There are finitely many components, so \(k_i\to0\) and the general result applies.

## The variances in a code

A program need not form the inverses. With Cholesky factorisations \(K=LL^{\mathsf T}\) and \(K+B=MM^{\mathsf T}\), it solves \(La=k\) and \(Mb=k\) and obtains

\[
r=\lVert b\rVert^2,\qquad p-q+r=p-\lVert a\rVert^2+\lVert b\rVert^2 .
\]

The inequality \(\lVert b\rVert\le\lVert a\rVert\) is a cheap check on the implementation. A small diagonal shift added to \(K\) for stability should enter both factorisations; if it enters only the first, the inequality can fail.

With one inducing environment, \(K=p=1\), \(B=9\) and \(k=0.1\), the subset-of-regressors variance is \(0.001\) and the projected-process variance is \(0.991\). A threshold of \(0.5\) would request a new calculation only in the second case. For a sparse model with a fixed, finite inducing set, the choice of variance can thus decide, at a given threshold, whether an active-learning simulation notices that it has left the region covered by the inducing environments.

## The complete Lean file

```lean
import Mathlib

open Matrix Filter Topology

namespace SparseGaussianProcess

noncomputable section

variable {m : Type*} [Fintype m] [DecidableEq m]

/-- The vector `(K + B)⁻¹ k`, for invertible `K + B`, where `K` is the covariance of the inducing
environments, `B` the information from the data and `k` the covariance with a test environment. -/
def sparseWeights (K B : Matrix m m ℝ) (k : m → ℝ) : m → ℝ := (K + B)⁻¹ *ᵥ k

/-- The subset-of-regressors predictive variance `kᵀ (K + B)⁻¹ k`, for invertible `K + B`. -/
def sorVariance (K B : Matrix m m ℝ) (k : m → ℝ) : ℝ := k ⬝ᵥ sparseWeights K B k

/-- The part `kᵀ K⁻¹ k` of the prior variance carried by the inducing environments,
for invertible `K`. -/
def inducedVariance (K : Matrix m m ℝ) (k : m → ℝ) : ℝ := k ⬝ᵥ (K⁻¹ *ᵥ k)

/-- The projected-process predictive variance `p - kᵀ K⁻¹ k + kᵀ (K + B)⁻¹ k` with prior
variance `p`, for invertible `K` and `K + B`. -/
def projectedVariance (p : ℝ) (K B : Matrix m m ℝ) (k : m → ℝ) : ℝ :=
  p - inducedVariance K k + sorVariance K B k

/-- The information `β C Cᵀ` from training data with noise precision `β`, where `C` is the
covariance between inducing and training environments. -/
def dataInformation {n : Type*} [Fintype n] (β : ℝ) (C : Matrix m n ℝ) : Matrix m m ℝ :=
  β • (C * Cᵀ)

/-- The squared-exponential kernel with prior variance `p` and length scale `s ≠ 0`. -/
def gaussianKernel {d : ℕ} (p s : ℝ) (x y : EuclideanSpace ℝ (Fin d)) : ℝ :=
  p * Real.exp (-(‖x - y‖ ^ 2 / (2 * s ^ 2)))

/-- The weights with and without data satisfy `K⁻¹ k = v + K⁻¹ B v`, where `v = (K + B)⁻¹ k`. -/
theorem weights_relation {K B : Matrix m m ℝ} (hK : K.PosDef) (hB : B.PosSemidef) (k : m → ℝ) :
    K⁻¹ *ᵥ k = sparseWeights K B k + K⁻¹ *ᵥ (B *ᵥ sparseWeights K B k) := by
  have hKu : IsUnit K.det := hK.det_pos.ne'.isUnit
  have hSu : IsUnit (K + B).det := (hK.add_posSemidef hB).det_pos.ne'.isUnit
  have hk : K *ᵥ sparseWeights K B k + B *ᵥ sparseWeights K B k = k := by
    rw [← Matrix.add_mulVec]
    unfold sparseWeights
    rw [Matrix.mulVec_mulVec, Matrix.mul_nonsing_inv _ hSu, Matrix.one_mulVec]
  calc K⁻¹ *ᵥ k = K⁻¹ *ᵥ (K *ᵥ sparseWeights K B k + B *ᵥ sparseWeights K B k) := by rw [hk]
    _ = _ := by
      rw [Matrix.mulVec_add, Matrix.mulVec_mulVec (sparseWeights K B k) K⁻¹ K,
        Matrix.nonsing_inv_mul _ hKu, Matrix.one_mulVec]

/-- The variance removed by the data is `vᵀ B v + (B v)ᵀ K⁻¹ (B v)`, where `v = (K + B)⁻¹ k`. -/
theorem variance_gap {K B : Matrix m m ℝ} (hK : K.PosDef) (hB : B.PosSemidef) (k : m → ℝ) :
    inducedVariance K k - sorVariance K B k =
      sparseWeights K B k ⬝ᵥ (B *ᵥ sparseWeights K B k) +
        (B *ᵥ sparseWeights K B k) ⬝ᵥ (K⁻¹ *ᵥ (B *ᵥ sparseWeights K B k)) := by
  have hu := weights_relation hK hB k
  have hT : (K⁻¹)ᵀ = K⁻¹ :=
    (Matrix.conjTranspose_eq_transpose_of_trivial K⁻¹).symm.trans hK.inv.isHermitian
  -- symmetry of the inverse covariance
  have h1 : k ⬝ᵥ (K⁻¹ *ᵥ (B *ᵥ sparseWeights K B k)) =
      (B *ᵥ sparseWeights K B k) ⬝ᵥ (K⁻¹ *ᵥ k) := by
    rw [Matrix.dotProduct_mulVec, ← Matrix.mulVec_transpose, hT, dotProduct_comm]
  have h2 : k ⬝ᵥ (K⁻¹ *ᵥ k) = k ⬝ᵥ sparseWeights K B k +
      k ⬝ᵥ (K⁻¹ *ᵥ (B *ᵥ sparseWeights K B k)) := by
    rw [hu, dotProduct_add]
  rw [hu, dotProduct_add] at h1
  have h3 := dotProduct_comm (sparseWeights K B k) (B *ᵥ sparseWeights K B k)
  unfold inducedVariance sorVariance
  linarith

/-- The subset-of-regressors variance lies between zero and `kᵀ K⁻¹ k`. -/
theorem sorVariance_bounds {K B : Matrix m m ℝ} (hK : K.PosDef) (hB : B.PosSemidef)
    (k : m → ℝ) : 0 ≤ sorVariance K B k ∧ sorVariance K B k ≤ inducedVariance K k := by
  have quad : ∀ {A : Matrix m m ℝ}, A.PosSemidef → ∀ x : m → ℝ, 0 ≤ x ⬝ᵥ (A *ᵥ x) := by
    intro A hA x
    simpa only [star_trivial] using hA.dotProduct_mulVec_nonneg x
  refine ⟨quad (hK.add_posSemidef hB).inv.posSemidef k, ?_⟩
  have h1 := variance_gap hK hB k
  have h2 := quad hB (sparseWeights K B k)
  have h3 := quad hK.inv.posSemidef (B *ᵥ sparseWeights K B k)
  linarith

omit [DecidableEq m] in
/-- A quadratic form of the covariance vector tends to zero when the vector does. -/
theorem tendsto_quadratic {ι : Type*} {l : Filter ι} (A : Matrix m m ℝ) {k : ι → m → ℝ}
    (hk : Tendsto k l (𝓝 0)) : Tendsto (fun i => k i ⬝ᵥ (A *ᵥ k i)) l (𝓝 0) := by
  have hc : Continuous fun x : m → ℝ => x ⬝ᵥ (A *ᵥ x) := by
    simp only [dotProduct, Matrix.mulVec]
    fun_prop
  have h0 : Tendsto (fun x : m → ℝ => x ⬝ᵥ (A *ᵥ x)) (𝓝 0) (𝓝 0) := by
    simpa using hc.tendsto 0
  exact h0.comp hk

/-- As the covariance with the inducing environments vanishes, the subset-of-regressors variance
stays between `0` and `kᵀ K⁻¹ k` and tends to zero, whereas the projected-process variance stays
at most the prior variance `p` and tends to `p`. -/
theorem far_field_variances {ι : Type*} {l : Filter ι} {K B : Matrix m m ℝ} (hK : K.PosDef)
    (hB : B.PosSemidef) (p : ℝ) {k : ι → m → ℝ} (hk : Tendsto k l (𝓝 0)) :
    (∀ i, 0 ≤ sorVariance K B (k i) ∧ sorVariance K B (k i) ≤ inducedVariance K (k i)) ∧
    Tendsto (fun i => sorVariance K B (k i)) l (𝓝 0) ∧
    (∀ i, projectedVariance p K B (k i) ≤ p) ∧
    Tendsto (fun i => projectedVariance p K B (k i)) l (𝓝 p) := by
  have hr : Tendsto (fun i => sorVariance K B (k i)) l (𝓝 0) := tendsto_quadratic (K + B)⁻¹ hk
  have hq : Tendsto (fun i => inducedVariance K (k i)) l (𝓝 0) := tendsto_quadratic K⁻¹ hk
  refine ⟨fun i => sorVariance_bounds hK hB (k i), hr, fun i => ?_, ?_⟩
  · have h := (sorVariance_bounds hK hB (k i)).2
    unfold projectedVariance
    linarith
  · have h := (hq.const_sub p).add hr
    rw [sub_zero, add_zero] at h
    exact h

/-- The projected-process variance equals the prior variance exactly when `B K⁻¹ k = 0`. -/
theorem projectedVariance_eq_prior_iff {K B : Matrix m m ℝ} (hK : K.PosDef)
    (hB : B.PosSemidef) (p : ℝ) (k : m → ℝ) :
    projectedVariance p K B k = p ↔ B *ᵥ (K⁻¹ *ᵥ k) = 0 := by
  constructor
  · intro h
    -- a vanishing gap forces `B v = 0`
    have hBv : B *ᵥ sparseWeights K B k = 0 := by
      by_contra hne
      have h1 := variance_gap hK hB k
      have h2 := hB.dotProduct_mulVec_nonneg (sparseWeights K B k)
      have h3 := hK.inv.dotProduct_mulVec_pos hne
      simp only [star_trivial] at h2 h3
      unfold projectedVariance at h
      linarith
    rw [weights_relation hK hB k, hBv, Matrix.mulVec_zero, add_zero, hBv]
  · intro h
    have hKu : IsUnit K.det := hK.det_pos.ne'.isUnit
    have hSu : IsUnit (K + B).det := (hK.add_posSemidef hB).det_pos.ne'.isUnit
    have hk : (K + B) *ᵥ (K⁻¹ *ᵥ k) = k := by
      rw [Matrix.add_mulVec, h, add_zero, Matrix.mulVec_mulVec,
        Matrix.mul_nonsing_inv _ hKu, Matrix.one_mulVec]
    have hv : sparseWeights K B k = K⁻¹ *ᵥ k := by
      calc sparseWeights K B k = (K + B)⁻¹ *ᵥ ((K + B) *ᵥ (K⁻¹ *ᵥ k)) := by
            rw [hk, sparseWeights]
        _ = K⁻¹ *ᵥ k := by
            rw [Matrix.mulVec_mulVec (K⁻¹ *ᵥ k) (K + B)⁻¹ (K + B),
              Matrix.nonsing_inv_mul _ hSu, Matrix.one_mulVec]
    unfold projectedVariance sorVariance inducedVariance
    rw [hv]
    ring

omit [DecidableEq m] in
/-- Training data with nonnegative noise precision give a positive semidefinite information
matrix. -/
theorem dataInformation_posSemidef {n : Type*} [Fintype n] {β : ℝ} (hβ : 0 ≤ β)
    (C : Matrix m n ℝ) : (dataInformation β C).PosSemidef := by
  unfold dataInformation
  rw [← Matrix.conjTranspose_eq_transpose_of_trivial]
  exact (Matrix.posSemidef_self_mul_conjTranspose C).smul hβ

/-- For a squared-exponential kernel with inducing descriptors `z` and training descriptors `y`,
the subset-of-regressors variance tends to zero and the projected-process variance to `p` as the
norm of the test descriptor grows without bound. -/
theorem gaussianKernel_far_field {ι n : Type*} [Fintype n] {l : Filter ι} {d : ℕ} {p s β : ℝ}
    (hs : s ≠ 0) (hβ : 0 ≤ β) (z : m → EuclideanSpace ℝ (Fin d))
    (y : n → EuclideanSpace ℝ (Fin d)) {x : ι → EuclideanSpace ℝ (Fin d)}
    (hK : (Matrix.of fun a b => gaussianKernel p s (z a) (z b)).PosDef)
    (hx : Tendsto (fun i => ‖x i‖) l atTop) :
    let K := Matrix.of fun a b => gaussianKernel p s (z a) (z b)
    let B := dataInformation β (Matrix.of fun a b => gaussianKernel p s (z a) (y b))
    let k := fun i a => gaussianKernel p s (x i) (z a)
    Tendsto (fun i => sorVariance K B (k i)) l (𝓝 0) ∧
      Tendsto (fun i => projectedVariance p K B (k i)) l (𝓝 p) := by
  intro K B k
  have hk : Tendsto k l (𝓝 0) := by
    refine tendsto_pi_nhds.mpr fun a => ?_
    -- the distance to each inducing descriptor diverges
    have h1 : Tendsto (fun i => ‖x i - z a‖) l atTop :=
      tendsto_atTop_mono (fun i => by have := norm_sub_norm_le (x i) (z a); linarith)
        (tendsto_atTop_add_const_right l (-‖z a‖) hx)
    have h2 : Tendsto (fun i => ‖x i - z a‖ ^ 2) l atTop :=
      (tendsto_pow_atTop two_ne_zero).comp h1
    have hpos : 0 < 2 * s ^ 2 := by positivity
    have h3 := (Real.tendsto_exp_neg_atTop_nhds_zero.comp
      (h2.atTop_div_const hpos)).const_mul p
    rw [mul_zero] at h3
    exact h3
  have h := far_field_variances hK (dataInformation_posSemidef hβ
    (Matrix.of fun a b => gaussianKernel p s (z a) (y b))) p hk
  exact ⟨h.2.1, h.2.2.2⟩

end

end SparseGaussianProcess
```

```lean
#print axioms SparseGaussianProcess.far_field_variances
#print axioms SparseGaussianProcess.projectedVariance_eq_prior_iff
#print axioms SparseGaussianProcess.gaussianKernel_far_field
```

```
'SparseGaussianProcess.far_field_variances' depends on axioms: [propext, Classical.choice, Quot.sound]
'SparseGaussianProcess.projectedVariance_eq_prior_iff' depends on axioms: [propext, Classical.choice, Quot.sound]
'SparseGaussianProcess.gaussianKernel_far_field' depends on axioms: [propext, Classical.choice, Quot.sound]
```

## How the proof follows the algebra

`weights_relation` is the identity \(K^{-1}k=v+K^{-1}Bv\). Positive definiteness supplies nonzero determinants for \(K\) and \(K+B\), which allow the inverses to cancel. The intermediate equation `hk` is \(Kv+Bv=k\), and the `calc` block multiplies it by \(K^{-1}\).

`variance_gap` uses that identity twice, as in the derivation. Its `h1` moves the symmetric matrix \(K^{-1}\) across the dot product, `h2` expands \(q\), and `h3` exchanges the factors in \((Bv)^{\mathsf T}v\). What remains is linear in these scalar products, and `linarith` combines them.

In `sorVariance_bounds`, the local statement `quad` says that a positive semidefinite matrix has a nonnegative quadratic form. It is applied to \((K+B)^{-1}\) for the lower bound, and to \(B\) and \(K^{-1}\) for the two terms of the gap.

`tendsto_quadratic` writes the quadratic form as finite sums, from which `fun_prop` obtains continuity. `far_field_variances` applies this lemma to both inverse matrices, then joins the limits with the bounds already proved.

The forward half of `projectedVariance_eq_prior_iff` argues by contradiction: if \(Bv\ne0\), the second term of the gap is strictly positive, so the variance lies below \(p\). The reverse half verifies \((K+B)K^{-1}k=k\) and deduces that the weights with and without data agree.

`dataInformation_posSemidef` uses the positivity of a matrix times its transpose, scaled by \(\beta\ge0\). In `gaussianKernel_far_field`, `tendsto_pi_nhds` reduces the limit of the covariance vector to its components. The steps `h1`, `h2` and `h3` then treat the distance, its square and the exponential in turn, before `far_field_variances` supplies both limits.
